# In dimension n ≥ 2, the isotropic Hooke map on symmetric matrices is invertible exactly when μ and nλ + 2μ are nonzero

## Strain, stress and the two moduli

Let \(e\) be a real symmetric \(n\times n\) matrix, the small-strain tensor, and let \(I\) be the identity matrix. Linear isotropic elasticity assigns to \(e\) the stress
\[
H(e)=\lambda\,\mathrm{tr}(e)\,I+2\mu\,e ,
\]
where the real numbers \(\lambda\) and \(\mu\) are the Lamé constants. Off-diagonal entries of \(e\) are tensor shear strains, half the engineering ones, so \(\mu\) is the usual shear modulus. Write
\[
\kappa=n\lambda+2\mu .
\]
The mean stress is \(\mathrm{tr}(H(e))/n=(\kappa/n)\,\mathrm{tr}(e)\), so \(\kappa/n\) is the bulk modulus in dimension \(n\), which is \(\lambda+2\mu/3\) for \(n=3\).

The elastic energy density is \(w(e)=\tfrac12\mathrm{tr}(H(e)\,e)\), measured from an unstressed reference state.

## Inverting the law by taking traces

Since \(\mathrm{tr}(I)=n\), a dilation and a traceless strain are simply rescaled:
\[
H(I)=\kappa I,\qquad H(e)=2\mu e\quad\text{if }\mathrm{tr}(e)=0 .
\]

Suppose \(\mu\neq0\) and \(\kappa\neq0\), and let \(H(e)=s\). Taking the trace gives \(\mathrm{tr}(s)=\kappa\,\mathrm{tr}(e)\), hence \(\mathrm{tr}(e)=\mathrm{tr}(s)/\kappa\). Substituting this into the law and solving for \(e\) gives
\[
e=\frac1{2\mu}\Bigl(s-\frac{\lambda\,\mathrm{tr}(s)}{\kappa}I\Bigr).
\]
Conversely, the strain defined by this formula has trace
\[
\frac{1}{2\mu}\Bigl(1-\frac{n\lambda}{\kappa}\Bigr)\mathrm{tr}(s)=\frac{\mathrm{tr}(s)}{\kappa},
\]
because \(\kappa-n\lambda=2\mu\). Its stress is therefore
\[
\frac{\lambda\,\mathrm{tr}(s)}{\kappa}I+s-\frac{\lambda\,\mathrm{tr}(s)}{\kappa}I=s .
\]
Both formulas preserve symmetry, so \(H\) is a bijection of the symmetric matrices onto themselves.

## Strains that carry no stress

If \(\kappa=0\), then \(H(I)=0=H(0)\), and injectivity fails. If \(\mu=0\), choose two distinct axes \(i\neq j\) and let \(e\) have entries 1 at \((i,j)\) and \((j,i)\) and 0 elsewhere. This shear is symmetric, traceless and nonzero, and \(H(e)=0\).

The second argument needs two axes. For \(n=1\) the law reads \(H(e)=(\lambda+2\mu)e\), so \(\lambda=1\), \(\mu=0\) gives the identity map, which is bijective although \(\mu\) vanishes.

## Positive energy is a stronger condition

Let \(d=e-(\mathrm{tr}(e)/n)I\) be the deviatoric part of \(e\). Since \(\mathrm{tr}(d)=0\), we have \(\mathrm{tr}(e^2)=\mathrm{tr}(d^2)+\mathrm{tr}(e)^2/n\), and so
\[
w(e)=\frac{\lambda}{2}\mathrm{tr}(e)^2+\mu\,\mathrm{tr}(e^2)
=\frac{\kappa}{2n}\mathrm{tr}(e)^2+\mu\,\mathrm{tr}(d^2).
\]
For symmetric \(d\), \(\mathrm{tr}(d^2)=\sum_{i,j}d_{ij}^2\), which is positive unless \(d=0\).

If \(\mu>0\) and \(\kappa>0\), every nonzero symmetric strain has positive energy: either \(d\neq0\), or \(e\) is a dilation with nonzero trace. Conversely, for \(n\ge2\) the shear above has energy \(2\mu\) and the identity has energy \(n\kappa/2\), so positivity forces both conditions. A material with \(\mu<0<\kappa\) has an invertible law but is unstable against shear.

For a homogeneous, linear, isotropic model, the compliance formula converts a stress computed in a simulation into a strain, and the energy criterion checks fitted moduli for stability. A single crystal generally needs more than two elastic constants.

## The statement in Lean

The type `n` labels the axes, and its cardinality `Fintype.card n` is the dimension. The assumption `Nontrivial n` says that there are at least two axes. The constants `lam` and `mu` are arbitrary real numbers, with no sign assumed.

The functions `hooke`, `compliance`, `deviator` and `energy` are defined on all real square matrices. Symmetry enters `hooke_bijOn_iff` through `Set.BijOn`, which says that the map sends symmetric matrices to symmetric matrices, is injective on them, and reaches every one of them. The explicit inverse is the content of `hooke_eq_iff`, which needs neither symmetry nor two axes.

The model is static and homogeneous. Finite strain, anisotropy and boundary-value problems are not covered, and the isotropic form of the law is taken as a definition, not derived from rotational invariance.

```lean
import Mathlib

open Matrix

namespace IsotropicHooke

noncomputable section

variable {n : Type*} [Fintype n] [DecidableEq n]

/-- The stress `lam tr(e) I + 2 mu e` that isotropic linear elasticity assigns to the strain `e`. -/
def hooke (lam mu : ℝ) (e : Matrix n n ℝ) : Matrix n n ℝ :=
  (lam * e.trace) • (1 : Matrix n n ℝ) + (2 * mu) • e

/-- The isotropic compliance formula, giving a strain from the stress `s`; its domain is
`mu ≠ 0` and `n lam + 2 mu ≠ 0`, with `n` the dimension. -/
def compliance (lam mu : ℝ) (s : Matrix n n ℝ) : Matrix n n ℝ :=
  (1 / (2 * mu)) •
    (s - (lam * s.trace / ((Fintype.card n : ℝ) * lam + 2 * mu)) • (1 : Matrix n n ℝ))

/-- The deviatoric part of a strain, `e - (tr(e) / n) I`, in dimension `n ≥ 1`. -/
def deviator (e : Matrix n n ℝ) : Matrix n n ℝ :=
  e - (e.trace / (Fintype.card n : ℝ)) • (1 : Matrix n n ℝ)

/-- The elastic energy density, half the trace of stress times strain. -/
def energy (lam mu : ℝ) (e : Matrix n n ℝ) : ℝ :=
  1 / 2 * (hooke lam mu e * e).trace

/-- The unit dilation is multiplied by `n lam + 2 mu`. -/
theorem hooke_one (lam mu : ℝ) :
    hooke lam mu (1 : Matrix n n ℝ) =
      ((Fintype.card n : ℝ) * lam + 2 * mu) • (1 : Matrix n n ℝ) := by
  rw [hooke, Matrix.trace_one, ← add_smul, mul_comm lam]

/-- A traceless strain is multiplied by `2 mu`. -/
theorem hooke_traceless (lam mu : ℝ) {e : Matrix n n ℝ} (h : e.trace = 0) :
    hooke lam mu e = (2 * mu) • e := by
  simp [hooke, h]

/-- In dimension at least two there is a nonzero symmetric traceless strain. -/
theorem exists_shear [Nontrivial n] :
    ∃ e : Matrix n n ℝ, e.IsSymm ∧ e.trace = 0 ∧ e ≠ 0 := by
  obtain ⟨i, j, hij⟩ := exists_pair_ne n
  refine ⟨Matrix.single i j 1 + Matrix.single j i 1, ?_, ?_, ?_⟩
  · unfold Matrix.IsSymm
    rw [Matrix.transpose_add, Matrix.transpose_single, Matrix.transpose_single, add_comm]
  · rw [Matrix.trace]
    apply Finset.sum_eq_zero
    intro k _
    by_cases h : i = k
    · subst h
      simp [hij.symm]
    · simp [h]
  · intro h
    have h1 := congrFun (congrFun h i) j
    simp [hij.symm] at h1

/-- When `mu` and `n lam + 2 mu` are nonzero, the strain `e` produces the stress `s` exactly when
`e` is given by the compliance formula. -/
theorem hooke_eq_iff {lam mu : ℝ} (hmu : mu ≠ 0)
    (hK : (Fintype.card n : ℝ) * lam + 2 * mu ≠ 0) (e s : Matrix n n ℝ) :
    hooke lam mu e = s ↔ e = compliance lam mu s := by
  have h2 : 1 / (2 * mu) * (2 * mu) = 1 := one_div_mul_cancel (mul_ne_zero two_ne_zero hmu)
  constructor
  · rintro rfl
    -- the trace of the stress determines the trace of the strain
    have ht : (hooke lam mu e).trace =
        ((Fintype.card n : ℝ) * lam + 2 * mu) * e.trace := by
      simp only [hooke, Matrix.trace_add, Matrix.trace_smul, Matrix.trace_one, smul_eq_mul]
      ring
    rw [compliance, ht, mul_left_comm, mul_div_cancel_left₀ _ hK, hooke,
      add_sub_cancel_left, smul_smul, h2, one_smul]
  · rintro rfl
    have ht : (compliance lam mu s).trace =
        s.trace / ((Fintype.card n : ℝ) * lam + 2 * mu) := by
      simp only [compliance, Matrix.trace_smul, Matrix.trace_sub, Matrix.trace_one, smul_eq_mul]
      rw [eq_div_iff hK]
      have h := div_mul_cancel₀ (lam * s.trace) hK
      linear_combination (-(1 / (2 * mu)) * (Fintype.card n : ℝ)) * h + s.trace * h2
    rw [hooke, ht, compliance, smul_smul, mul_comm (2 * mu), h2, one_smul, mul_div_assoc,
      add_sub_cancel]

/-- In dimension `n ≥ 2`, the isotropic Hooke map is a bijection of the symmetric matrices onto
themselves if and only if `mu` and `n lam + 2 mu` are both nonzero. -/
theorem hooke_bijOn_iff [Nontrivial n] (lam mu : ℝ) :
    Set.BijOn (hooke lam mu) {e : Matrix n n ℝ | e.IsSymm} {s : Matrix n n ℝ | s.IsSymm} ↔
      mu ≠ 0 ∧ (Fintype.card n : ℝ) * lam + 2 * mu ≠ 0 := by
  have h0 : hooke lam mu (0 : Matrix n n ℝ) = 0 := by simp [hooke]
  constructor
  · intro h
    constructor
    · -- without shear modulus a shear strain carries no stress
      intro hmu
      obtain ⟨e, he, ht, hne⟩ := exists_shear (n := n)
      refine hne (h.injOn he Matrix.isSymm_zero ?_)
      rw [h0, hooke_traceless lam mu ht, hmu, mul_zero, zero_smul]
    · -- without bulk stiffness a dilation carries no stress
      intro hK
      refine one_ne_zero (α := Matrix n n ℝ) (h.injOn Matrix.isSymm_one Matrix.isSymm_zero ?_)
      rw [h0, hooke_one, hK, zero_smul]
  · rintro ⟨hmu, hK⟩
    refine ⟨?_, ?_, ?_⟩
    · intro e he
      have he' : eᵀ = e := he
      change (hooke lam mu e)ᵀ = hooke lam mu e
      simp only [hooke, Matrix.transpose_add, Matrix.transpose_smul, Matrix.transpose_one, he']
    · intro a _ b _ hab
      exact ((hooke_eq_iff hmu hK a _).1 hab).trans ((hooke_eq_iff hmu hK b _).1 rfl).symm
    · intro s hs
      have hs' : sᵀ = s := hs
      refine ⟨compliance lam mu s, ?_, (hooke_eq_iff hmu hK _ s).2 rfl⟩
      change (compliance lam mu s)ᵀ = compliance lam mu s
      simp only [compliance, Matrix.transpose_sub, Matrix.transpose_smul, Matrix.transpose_one,
        hs']

/-- In dimension one the Hooke map with `lam = 1` and `mu = 0` is a bijection of the symmetric
matrices. -/
theorem hooke_bijOn_dim_one :
    Set.BijOn (hooke 1 0) {e : Matrix (Fin 1) (Fin 1) ℝ | e.IsSymm}
      {s : Matrix (Fin 1) (Fin 1) ℝ | s.IsSymm} := by
  have h : hooke 1 0 = (id : Matrix (Fin 1) (Fin 1) ℝ → Matrix (Fin 1) (Fin 1) ℝ) := by
    funext e
    ext i j
    fin_cases i
    fin_cases j
    simp [hooke, Matrix.trace]
  rw [h]
  exact Set.bijOn_id _

/-- The elastic energy is the sum of a dilation term with coefficient `(n lam + 2 mu) / (2 n)` and
a deviatoric term with coefficient `mu`. -/
theorem energy_split [Nonempty n] (lam mu : ℝ) (e : Matrix n n ℝ) :
    energy lam mu e =
      ((Fintype.card n : ℝ) * lam + 2 * mu) / (2 * (Fintype.card n : ℝ)) * e.trace ^ 2
        + mu * (deviator e * deviator e).trace := by
  have hn : (Fintype.card n : ℝ) ≠ 0 := Nat.cast_ne_zero.2 Fintype.card_ne_zero
  simp only [energy, hooke, deviator, add_mul, sub_mul, mul_sub, Matrix.smul_mul,
    Matrix.mul_smul, one_mul, mul_one, Matrix.trace_add, Matrix.trace_sub, Matrix.trace_smul,
    Matrix.trace_one, smul_eq_mul]
  field_simp
  ring

omit [DecidableEq n] in
/-- A nonzero symmetric matrix has a square of positive trace. -/
theorem trace_sq_pos {e : Matrix n n ℝ} (he : e.IsSymm) (hne : e ≠ 0) :
    0 < (e * e).trace := by
  have hs : (e * e).trace = ∑ i, ∑ j, e i j ^ 2 := by
    simp only [Matrix.trace, Matrix.diag_apply, Matrix.mul_apply]
    refine Finset.sum_congr rfl fun i _ => Finset.sum_congr rfl fun j _ => ?_
    rw [he.apply i j, sq]
  have hex : ∃ i j, e i j ≠ 0 := by
    by_contra hc
    push Not at hc
    exact hne (Matrix.ext hc)
  obtain ⟨i, j, hij⟩ := hex
  rw [hs]
  exact Finset.sum_pos' (fun a _ => Finset.sum_nonneg fun b _ => sq_nonneg _)
    ⟨i, Finset.mem_univ i, Finset.sum_pos' (fun b _ => sq_nonneg _)
      ⟨j, Finset.mem_univ j, by positivity⟩⟩

/-- In dimension `n ≥ 2`, every nonzero symmetric strain has positive elastic energy if and only
if `mu` and `n lam + 2 mu` are both positive. -/
theorem energy_pos_iff [Nontrivial n] (lam mu : ℝ) :
    (∀ e : Matrix n n ℝ, e.IsSymm → e ≠ 0 → 0 < energy lam mu e) ↔
      0 < mu ∧ 0 < (Fintype.card n : ℝ) * lam + 2 * mu := by
  have hn : (0 : ℝ) < Fintype.card n := Nat.cast_pos.2 Fintype.card_pos
  constructor
  · intro h
    constructor
    · obtain ⟨e, he, ht, hne⟩ := exists_shear (n := n)
      have h1 := h e he hne
      rw [energy, hooke_traceless lam mu ht, Matrix.smul_mul, Matrix.trace_smul,
        smul_eq_mul] at h1
      have h2 : 0 < mu * (e * e).trace := by linarith
      exact pos_of_mul_pos_left h2 (trace_sq_pos he hne).le
    · have h1 := h 1 Matrix.isSymm_one one_ne_zero
      rw [energy, hooke_one, mul_one, Matrix.trace_smul, Matrix.trace_one, smul_eq_mul] at h1
      have h2 : 0 < ((Fintype.card n : ℝ) * lam + 2 * mu) * (Fintype.card n : ℝ) := by linarith
      exact pos_of_mul_pos_left h2 hn.le
  · rintro ⟨hmu, hK⟩ e he hne
    rw [energy_split]
    by_cases hd : deviator e = 0
    · -- a pure dilation: its trace cannot vanish
      have ht : e.trace ≠ 0 := by
        intro ht
        apply hne
        simpa [deviator, ht] using hd
      rw [hd, mul_zero, Matrix.trace_zero, mul_zero, add_zero]
      positivity
    · have hsymm : (deviator e).IsSymm := by
        have he' : eᵀ = e := he
        change (deviator e)ᵀ = deviator e
        simp only [deviator, Matrix.transpose_sub, Matrix.transpose_smul, Matrix.transpose_one,
          he']
      have h1 := mul_pos hmu (trace_sq_pos hsymm hd)
      have h2 : 0 ≤ ((Fintype.card n : ℝ) * lam + 2 * mu) / (2 * (Fintype.card n : ℝ))
          * e.trace ^ 2 := by positivity
      linarith

end

end IsotropicHooke
```

```lean
#print axioms IsotropicHooke.hooke_bijOn_iff
-- 'IsotropicHooke.hooke_bijOn_iff' depends on axioms: [propext, Classical.choice, Quot.sound]
#print axioms IsotropicHooke.hooke_bijOn_dim_one
-- 'IsotropicHooke.hooke_bijOn_dim_one' depends on axioms: [propext, Classical.choice, Quot.sound]
#print axioms IsotropicHooke.energy_pos_iff
-- 'IsotropicHooke.energy_pos_iff' depends on axioms: [propext, Classical.choice, Quot.sound]
```

## How the proof follows the calculation

`hooke_one` and `hooke_traceless` are the two rescaling rules. `exists_shear` builds the shear from two `Matrix.single` terms; it checks that every diagonal entry vanishes and that the entry at `i`, `j` does not.

In `hooke_eq_iff`, each direction first establishes a trace identity called `ht`. The forward one is \(\mathrm{tr}(s)=\kappa\,\mathrm{tr}(e)\), after which \(\kappa\) cancels in the compliance formula. The reverse one computes the trace of the compliance strain, with `linear_combination` supplying the algebra, and substitution then returns \(s\).

For necessity, `hooke_bijOn_iff` applies injectivity to a stress-free strain and zero: the shear when \(\mu=0\), the identity when \(\kappa=0\). For sufficiency, it proves the three parts of `Set.BijOn` in turn. Two strains with equal stress are both the compliance of that stress, hence equal, and surjectivity uses the compliance strain as preimage. `hooke_bijOn_dim_one` shows that the one-dimensional map is `id`.

`energy_split` expands the traces and finishes with `field_simp` and `ring`. `trace_sq_pos` rewrites \(\mathrm{tr}(e^2)\) as a sum of squares and finds a nonzero entry. `energy_pos_iff` tests the shear and the identity in one direction; in the other it separates the cases \(d=0\) and \(d\neq0\), as above.

## Hooke's law as a linear operator

An alternative model takes the symmetric matrices as a vector space of dimension \(n(n+1)/2\) and \(H\) as a linear operator on it. Preservation of symmetry would then be part of the construction, and injectivity alone would give bijectivity. The criterion would become the nonvanishing of
\[
\det H=\kappa\,(2\mu)^{n(n+1)/2-1}.
\]
For \(n=1\) the exponent is zero, which accounts for the exception. The elementwise version used here needs no determinant and gives the inverse directly.
